# Exponential energy decay with friction $2\sqrt m$ on a strongly convex surface

Let $E$ be a differentiable energy surface that is strongly convex towards a point $x_*$ with curvature $m>0$. Every solution of $\ddot x=-\nabla E(x)-2\sqrt m\,\dot x$ on $t\ge 0$ then satisfies

$$E(x(t))-E(x_*)\le e^{-\sqrt m\,t}\Big(E(x(0))-E(x_*)+\tfrac12\|\sqrt m\,(x(0)-x_*)+\dot x(0)\|^2\Big).$$

When $x_*$ is a minimum of $E$, this gives damped-dynamics geometry relaxation a guaranteed rate, for continuous time and a surface that meets the convexity condition everywhere.

## The surface and the motion

```lean
import Mathlib

open Set

namespace FrictionDecay

noncomputable section

variable {V : Type*} [NormedAddCommGroup V] [InnerProductSpace ℝ V] [CompleteSpace V]
```

Configurations are vectors in `V`, a complete real inner product space. For $N$ atoms, take $\mathbb R^{3N}$ with mass-weighted coordinates, which is why the mass is one below.

```lean
/-- Strong convexity of the energy surface `E` towards the point `xs`, with curvature `m`. -/
def StronglyConvexTowards (E : V → ℝ) (m : ℝ) (xs : V) : Prop :=
  ∀ x, E x + inner ℝ (gradient E x) (xs - x) + m / 2 * ‖x - xs‖ ^ 2 ≤ E xs
```

Lean's `xs` is $x_*$, and `inner ℝ` is the real scalar product. The condition reads, for all $x$,

$$E(x)+\langle\nabla E(x),x_*-x\rangle+\tfrac m2\|x-x_*\|^2\le E(x_*).$$

The condition does not make $x_*$ a minimum; that is assumed separately where needed. If $x_*$ is a minimum and $m>0$, the force at every other point has a positive component towards $x_*$, so there is no second minimum. A molecular surface with free translations fails the condition for every choice of $x_*$ and $m>0$.

```lean
/-- Position `x` and velocity `v` obey Newton's equation (unit mass) on `t ≥ 0` with
force `-∇E` and friction coefficient `2√m`. -/
structure DampedMotion (E : V → ℝ) (m : ℝ) (x v : ℝ → V) : Prop where
  velocity : ∀ t, 0 ≤ t → HasDerivWithinAt x (v t) (Ici 0) t
  newton : ∀ t, 0 ≤ t →
    HasDerivWithinAt v (-gradient E (x t) - (2 * √m) • v t) (Ici 0) t
```

A motion is a pair of functions, position `x` and velocity `v`, with $\dot x=v$ and $\dot v=-\nabla E(x)-2\sqrt m\,v$. `HasDerivWithinAt … (Ici 0) t` is the derivative taken within $[0,\infty)$, so it is one-sided at $t=0$. The existence of a solution is assumed here.

## Combining energy, position and velocity

```lean
/-- The energy above `E xs` plus half the squared norm of the shifted velocity
`√m (x - xs) + v`. -/
def lyapunov (E : V → ℝ) (m : ℝ) (xs x v : V) : ℝ :=
  E x - E xs + ‖√m • (x - xs) + v‖ ^ 2 / 2
```

This is $L=E(x)-E(x_*)+\tfrac12\|w\|^2$, with $w=\sqrt m\,(x-x_*)+v$.

```lean
/-- Along a path, the energy changes at the rate gradient times velocity. -/
theorem energy_rate {E : V → ℝ} (hE : Differentiable ℝ E) {x : ℝ → V} {x' : V}
    {S : Set ℝ} {t : ℝ} (hx : HasDerivWithinAt x x' S t) :
    HasDerivWithinAt (fun r => E (x r)) (inner ℝ (gradient E (x t)) x') S t := by
  have h := (hE (x t)).hasGradientAt.hasFDerivAt.comp_hasDerivWithinAt t hx
  exact h
```

This is the chain rule, $\frac{d}{dt}E(x(t))=\langle\nabla E(x),\dot x\rangle$.

```lean
/-- The exact rate of change of the Lyapunov function along a damped motion. -/
theorem lyapunov_rate {E : V → ℝ} (hE : Differentiable ℝ E) {m : ℝ} (xs : V)
    {x v : ℝ → V} (h : DampedMotion E m x v) {t : ℝ} (ht : 0 ≤ t) :
    HasDerivWithinAt (fun r => lyapunov E m xs (x r) (v r))
      (-√m * (inner ℝ (gradient E (x t)) (x t - xs)
        + √m * inner ℝ (x t - xs) (v t) + ‖v t‖ ^ 2)) (Ici 0) t := by
  have key : ∀ (s : ℝ) (g y w : V),
      inner ℝ g w + 2 * inner ℝ (s • y + w) (s • w + (-g - (2 * s) • w)) / 2
        = -s * (inner ℝ g y + s * inner ℝ y w + ‖w‖ ^ 2) := by
    intro s g y w
    simp only [inner_add_left, inner_add_right, inner_sub_right, inner_neg_right,
      real_inner_smul_left, real_inner_smul_right, real_inner_self_eq_norm_sq]
    rw [real_inner_comm y g, real_inner_comm w g]
    ring
  have hw : HasDerivWithinAt (fun r => √m • (x r - xs) + v r)
      (√m • v t + (-gradient E (x t) - (2 * √m) • v t)) (Ici 0) t :=
    (((h.velocity t ht).sub_const xs).const_smul (√m)).add (h.newton t ht)
  have hL := ((energy_rate hE (h.velocity t ht)).sub_const (E xs)).add
    (hw.norm_sq.div_const 2)
  exact hL.congr_deriv (key _ _ _ _)
```

Write $g=\nabla E(x)$ and $y=x-x_*$. Newton's equation gives $\dot w=\sqrt m\,v-g-2\sqrt m\,v=-g-\sqrt m\,v$. Hence

$$\begin{aligned}\dot L&=\langle g,v\rangle+\langle\sqrt m\,y+v,\,-g-\sqrt m\,v\rangle\\&=-\sqrt m\big(\langle g,y\rangle+\sqrt m\,\langle y,v\rangle+\|v\|^2\big),\end{aligned}$$

because the two terms $\langle g,v\rangle$ cancel. In the proof, `key` is this algebra, `hw` is $\dot w$, and `hL` assembles $\dot L$.

```lean
/-- A quantity whose rate of change is at most `-s` times itself is bounded by
its initial value times `exp (-s t)`. -/
theorem exponential_decay {L L' : ℝ → ℝ} {s : ℝ}
    (h : ∀ t, 0 ≤ t → HasDerivWithinAt L (L' t) (Ici 0) t)
    (hle : ∀ t, 0 ≤ t → L' t ≤ -s * L t) {t : ℝ} (ht : 0 ≤ t) :
    L t ≤ Real.exp (-(s * t)) * L 0 := by
  have hd : ∀ r ∈ Ici (0 : ℝ), HasDerivWithinAt (fun r => Real.exp (s * r) * L r)
      (Real.exp (s * r) * (s * L r + L' r)) (Ici 0) r := by
    intro r hr
    have he : HasDerivAt (fun q : ℝ => Real.exp (s * q)) (Real.exp (s * r) * s) r :=
      ((hasDerivAt_id' r).const_mul s).exp.congr_deriv (by simp)
    exact (he.hasDerivWithinAt.mul (h r hr)).congr_deriv (by ring)
  -- the rescaled quantity exp(s t) L(t) never increases
  have hanti : AntitoneOn (fun r => Real.exp (s * r) * L r) (Ici 0) := by
    refine antitoneOn_of_hasDerivWithinAt_nonpos (convex_Ici 0)
      (fun r hr => (hd r hr).continuousWithinAt)
      (fun r hr => (hd r (interior_subset hr)).mono interior_subset) ?_
    intro r hr
    have h1 := hle r (interior_subset hr)
    exact mul_nonpos_of_nonneg_of_nonpos (Real.exp_pos _).le (by linarith)
  have h0 : Real.exp (s * t) * L t ≤ Real.exp (s * 0) * L 0 :=
    hanti (mem_Ici.mpr le_rfl) (mem_Ici.mpr ht) ht
  rw [mul_zero, Real.exp_zero, one_mul] at h0
  calc L t = Real.exp (-(s * t)) * (Real.exp (s * t) * L t) := by
        rw [← mul_assoc, ← Real.exp_add, neg_add_cancel, Real.exp_zero, one_mul]
    _ ≤ Real.exp (-(s * t)) * L 0 := by gcongr
```

If $\dot L\le -sL$, then
$$\frac{d}{dt}\big(e^{st}L\big)=e^{st}(sL+\dot L)\le0.$$
So $e^{st}L(t)\le L(0)$, and multiplying by $e^{-st}$ gives the claim. `hd` computes the derivative, and `hanti` says that the product never increases.

```lean
/-- On a strongly convex energy surface the Lyapunov function of a damped motion is at most `exp
(-√m t)` times its initial value. -/
theorem lyapunov_decay {E : V → ℝ} (hE : Differentiable ℝ E) {m : ℝ} (hm : 0 < m)
    {xs : V} (hc : StronglyConvexTowards E m xs) {x v : ℝ → V}
    (h : DampedMotion E m x v) {t : ℝ} (ht : 0 ≤ t) :
    lyapunov E m xs (x t) (v t)
      ≤ Real.exp (-(√m * t)) * lyapunov E m xs (x 0) (v 0) := by
  refine exponential_decay (L := fun r => lyapunov E m xs (x r) (v r))
    (fun r hr => lyapunov_rate hE xs h hr) ?_ ht
  intro r _
  have h1 := hc (x r)
  rw [← neg_sub (x r) xs, inner_neg_right] at h1
  have h2 : ‖√m • (x r - xs) + v r‖ ^ 2
      = m * ‖x r - xs‖ ^ 2 + 2 * (√m * inner ℝ (x r - xs) (v r)) + ‖v r‖ ^ 2 := by
    rw [norm_add_sq_real, norm_smul, mul_pow, Real.norm_eq_abs, sq_abs,
      Real.sq_sqrt hm.le, real_inner_smul_left]
  -- convexity bounds the bracket in `lyapunov_rate` from below by the Lyapunov function
  have h3 : lyapunov E m xs (x r) (v r) ≤ inner ℝ (gradient E (x r)) (x r - xs)
      + √m * inner ℝ (x r - xs) (v r) + ‖v r‖ ^ 2 := by
    unfold lyapunov
    rw [h2]
    linarith [sq_nonneg ‖v r‖]
  have h4 := mul_le_mul_of_nonneg_left h3 (Real.sqrt_nonneg m)
  simp only [neg_mul]
  exact neg_le_neg h4
```

Strong convexity gives $E(x)-E(x_*)\le\langle g,y\rangle-\frac m2\|y\|^2$. Expanding the square in $L$ (`h2`) then yields

$$\begin{aligned}L&=E(x)-E(x_*)+\tfrac m2\|y\|^2+\sqrt m\,\langle y,v\rangle+\tfrac12\|v\|^2\\&\le\langle g,y\rangle+\sqrt m\,\langle y,v\rangle+\|v\|^2.\end{aligned}$$

This is `h3`. Multiplying by $-\sqrt m$ gives $\dot L\le-\sqrt m\,L$, and the preceding lemma applies with $s=\sqrt m$.

```lean
/-- With friction `2√m` on a strongly convex energy surface, the energy above `E xs` is
bounded by `exp (-√m t)` times a constant fixed by the initial position and velocity. -/
theorem energy_decay {E : V → ℝ} (hE : Differentiable ℝ E) {m : ℝ} (hm : 0 < m)
    {xs : V} (hc : StronglyConvexTowards E m xs) {x v : ℝ → V}
    (h : DampedMotion E m x v) {t : ℝ} (ht : 0 ≤ t) :
    E (x t) - E xs ≤ Real.exp (-(√m * t)) *
      (E (x 0) - E xs + ‖√m • (x 0 - xs) + v 0‖ ^ 2 / 2) := by
  have h1 := lyapunov_decay hE hm hc h ht
  unfold lyapunov at h1
  linarith [sq_nonneg ‖√m • (x t - xs) + v t‖]
```

Since $\frac12\|w\|^2\ge0$, the energy difference is at most $L(t)$. Dropping the square on the left gives the opening bound; `linarith` does this from `sq_nonneg`.

## From energy to geometry

```lean
/-- Around a minimum `xs`, a surface strongly convex towards `xs` rises at least as fast
as a harmonic well of curvature `m`. -/
theorem quadratic_growth {E : V → ℝ} (hE : Differentiable ℝ E) {m : ℝ} {xs : V}
    (hc : StronglyConvexTowards E m xs) (hmin : ∀ x, E xs ≤ E x) (x : V) :
    m / 2 * ‖x - xs‖ ^ 2 ≤ E x - E xs := by
  obtain ⟨y, hy⟩ : ∃ y, y = x - xs := ⟨_, rfl⟩
  obtain ⟨c, hcdef⟩ : ∃ c, c = m / 2 * ‖y‖ ^ 2 := ⟨_, rfl⟩
  rw [← hy, ← hcdef]
  have hd : ∀ r ∈ Ioi (0 : ℝ),
      HasDerivWithinAt (fun r : ℝ => (E (xs + r • y) - E xs) / r - c * r)
        ((inner ℝ (gradient E (xs + r • y)) y * r - (E (xs + r • y) - E xs) * 1) / r ^ 2
          - c * 1) (Ioi 0) r := by
    intro r hr
    have hl : HasDerivWithinAt (fun q : ℝ => xs + q • y) y (Ioi 0) r :=
      ((((hasDerivAt_id' r).smul_const y).const_add xs).congr_deriv
        (one_smul ℝ y)).hasDerivWithinAt
    have hi := (hasDerivAt_id' r).hasDerivWithinAt (s := Ioi 0)
    exact (((energy_rate hE hl).sub_const (E xs)).div hi
      (show (0 : ℝ) < r from hr).ne').sub (hi.const_mul c)
  -- the mean slope along the ray, minus its harmonic part, never decreases
  have hmono : MonotoneOn (fun r : ℝ => (E (xs + r • y) - E xs) / r - c * r) (Ioi 0) := by
    refine monotoneOn_of_hasDerivWithinAt_nonneg (convex_Ioi 0)
      (fun r hr => (hd r hr).continuousWithinAt)
      (fun r hr => (hd r (interior_subset hr)).mono interior_subset) ?_
    intro r hr
    have hr0 : 0 < r := interior_subset hr
    have hz := hc (xs + r • y)
    have e1 : xs - (xs + r • y) = -(r • y) := by abel
    rw [e1, add_sub_cancel_left, inner_neg_right, real_inner_smul_right, norm_smul,
      mul_pow, Real.norm_eq_abs, sq_abs] at hz
    rw [sub_nonneg, le_div_iff₀ (by positivity), hcdef]
    linarith
  have hx : xs + (1 : ℝ) • y = x := by rw [hy, one_smul]; abel
  by_contra hneg
  have hpos : 0 < c - (E x - E xs) := by linarith [not_le.mp hneg]
  have hc0 : 0 < c := by linarith [hmin x]
  -- compare the unit step with a sufficiently short one
  obtain ⟨r, hrdef⟩ : ∃ r, r = (c - (E x - E xs)) / (2 * c) := ⟨_, rfl⟩
  have hr0 : 0 < r := by rw [hrdef]; positivity
  have hr1 : r ≤ 1 := by
    rw [hrdef, div_le_one (by positivity)]
    linarith [hmin x]
  have h1 : (E (xs + r • y) - E xs) / r - c * r
      ≤ (E (xs + (1 : ℝ) • y) - E xs) / 1 - c * 1 :=
    hmono (mem_Ioi.mpr hr0) (mem_Ioi.mpr one_pos) hr1
  rw [hx, div_one, mul_one] at h1
  have h2 : 0 ≤ (E (xs + r • y) - E xs) / r :=
    div_nonneg (sub_nonneg.mpr (hmin _)) hr0.le
  have h3 : c * r = (c - (E x - E xs)) / 2 := by rw [hrdef]; field_simp
  linarith
```

Now let $x_*$ be a minimum. The claim is $\frac m2\|x-x_*\|^2\le E(x)-E(x_*)$. Fix $y=x-x_*$, and set $c=\frac m2\|y\|^2$ and $\varphi(r)=E(x_*+ry)-E(x_*)$. Convexity at $x_*+ry$ says $\varphi(r)+cr^2\le r\varphi'(r)$, so for $r>0$

$$\frac{d}{dr}\Big(\frac{\varphi(r)}r-cr\Big)=\frac{r\varphi'(r)-\varphi(r)}{r^2}-c\ge0.$$

This is `hmono`. Suppose the claim fails, so $\delta=c-\varphi(1)>0$. Minimality gives $\varphi(1)\ge0$, hence $c>0$ and $r=\delta/(2c)$ lies in $(0,1]$. Monotonicity and $\varphi(r)\ge0$ give $-\delta/2=-cr\le\varphi(1)-c=-\delta$, a contradiction.

```lean
/-- If `xs` is a minimum, the squared distance of the damped motion from `xs` is
bounded by a constant times `exp (-√m t)`. -/
theorem distance_decay {E : V → ℝ} (hE : Differentiable ℝ E) {m : ℝ} (hm : 0 < m)
    {xs : V} (hc : StronglyConvexTowards E m xs) (hmin : ∀ x, E xs ≤ E x)
    {x v : ℝ → V} (h : DampedMotion E m x v) {t : ℝ} (ht : 0 ≤ t) :
    m / 2 * ‖x t - xs‖ ^ 2 ≤ Real.exp (-(√m * t)) *
      (E (x 0) - E xs + ‖√m • (x 0 - xs) + v 0‖ ^ 2 / 2) :=
  (quadratic_growth hE hc hmin (x t)).trans (energy_decay hE hm hc h ht)
```

Chaining the last two results bounds $\frac m2\|x(t)-x_*\|^2$ by the same decaying right-hand side. The distance itself therefore falls at least as fast as a constant times $e^{-\sqrt m\,t/2}$.

## The harmonic well, solved explicitly

```lean
/-- The harmonic well of curvature `m` centred at `xs`. -/
def harmonic (m : ℝ) (xs x : V) : ℝ := m / 2 * ‖x - xs‖ ^ 2
```

This is $E(x)=\frac m2\|x-x_*\|^2$, with the same curvature $m$ in every direction. A well with several different curvatures is not solved here.

```lean
/-- The path `xs + exp (-√m t) (a + t b)`. -/
def criticalPath (m : ℝ) (xs a b : V) (t : ℝ) : V :=
  xs + Real.exp (-(√m * t)) • (a + t • b)
```

The path is $x(t)=x_*+e^{-\sqrt m\,t}(a+tb)$, with constant vectors $a$ and $b$.

```lean
/-- The velocity `exp (-√m t) (b - √m (a + t b))`. -/
def criticalVelocity (m : ℝ) (a b : V) (t : ℝ) : V :=
  Real.exp (-(√m * t)) • (b - √m • (a + t • b))
```

Its velocity is $v(t)=e^{-\sqrt m\,t}\big(b-\sqrt m\,(a+tb)\big)$. Any initial data are matched by $a=x(0)-x_*$ and $b=v(0)+\sqrt m\,a$.

```lean
/-- The gradient of the harmonic well is `m` times the displacement. -/
theorem harmonic_gradient (m : ℝ) (xs x : V) :
    HasGradientAt (harmonic m xs) (m • (x - xs)) x := by
  rw [hasGradientAt_iff_hasFDerivAt]
  have h := ((hasFDerivAt_id (𝕜 := ℝ) x).sub_const xs).norm_sq.const_mul (m / 2)
  exact h.congr_fderiv (by ext w; simp; ring)
```

Differentiating the square gives $\nabla E(x)=m(x-x_*)$.

```lean
/-- The harmonic well is differentiable, strongly convex towards its centre and minimal
there, and `criticalPath` with `criticalVelocity` is a damped motion in it. -/
theorem harmonic_witness {m : ℝ} (hm : 0 < m) (xs a b : V) :
    Differentiable ℝ (harmonic m xs) ∧ StronglyConvexTowards (harmonic m xs) m xs ∧
      (∀ x, harmonic m xs xs ≤ harmonic m xs x) ∧
      DampedMotion (harmonic m xs) m (criticalPath m xs a b) (criticalVelocity m a b) := by
  have h0 : harmonic m xs xs = 0 := by simp [harmonic]
  have he : ∀ t : ℝ, HasDerivAt (fun r : ℝ => Real.exp (-(√m * r)))
      (-√m * Real.exp (-(√m * t))) t := fun t =>
    (((hasDerivAt_id' t).const_mul (√m)).neg.exp).congr_deriv (by simp [mul_comm])
  have hp : ∀ t : ℝ, HasDerivAt (fun r : ℝ => a + r • b) b t := fun t =>
    (((hasDerivAt_id' t).smul_const b).const_add a).congr_deriv (one_smul ℝ b)
  refine ⟨fun x => (harmonic_gradient m xs x).hasFDerivAt.differentiableAt, ?_, ?_, ?_, ?_⟩
  · intro x
    rw [(harmonic_gradient m xs x).gradient, ← neg_sub x xs, inner_neg_right,
      real_inner_smul_left, real_inner_self_eq_norm_sq, h0]
    unfold harmonic
    linarith
  · intro x
    rw [h0]
    unfold harmonic
    positivity
  · intro t _
    have alg : ∀ (s e : ℝ) (p : V), e • b + (-s * e) • p = e • (b - s • p) := by
      intro s e p
      module
    exact ((((he t).smul (hp t)).const_add xs).congr_deriv (alg _ _ _)).hasDerivWithinAt
  · intro t _
    -- the friction 2√m is critical because √m * √m = m
    have alg : ∀ (s e : ℝ) (p : V), e • (-(s • b)) + (-s * e) • (b - s • p)
        = -((s * s) • (xs + e • p - xs)) - (2 * s) • (e • (b - s • p)) := by
      intro s e p
      module
    have h1 := alg (√m) (Real.exp (-(√m * t))) (a + t • b)
    rw [Real.mul_self_sqrt hm.le] at h1
    rw [(harmonic_gradient m xs (criticalPath m xs a b t)).gradient]
    exact (((he t).smul (((hp t).const_smul (√m)).const_sub b)).congr_deriv
      h1).hasDerivWithinAt

end

end FrictionDecay
```

The well satisfies every hypothesis above. Convexity holds with equality, since $\frac m2\|y\|^2-m\|y\|^2+\frac m2\|y\|^2=0$. For the motion, put $p=a+tb$ and differentiate the velocity:

$$\dot v=e^{-\sqrt m\,t}\big(mp-2\sqrt m\,b\big)=-m(x-x_*)-2\sqrt m\,v.$$

The two `alg` statements are these vector identities, closed by `module`; $\sqrt m\,\sqrt m=m$ enters through `Real.mul_self_sqrt`.

## Numbers, and a relaxation loop

Take one dimension with $m=4$, $x_*=0$ and $E=2x^2$, released at rest from $x(0)=1$. Then $a=1$, $b=2$ and $x(t)=e^{-2t}(1+2t)$. At $t=1$ the energy is $18e^{-4}\approx0.330$. The bound is $e^{-2}(2+\tfrac12\cdot2^2)=4e^{-2}\approx0.541$.

In a relaxation code with time step $h$, a simple version of the motion is
$$v\leftarrow v+h\,(F-2\sqrt m\,v),\qquad x\leftarrow x+h\,v,$$
where $F=-\nabla E(x)$ is the computed force. For a quadratic well, $m$ can be the smallest eigenvalue of the Hessian, taken in the same coordinates as $x$ and $F$, provided it is positive. The continuous-time bound then shrinks tenfold every $\ln 10/\sqrt m$ units of time, so a soft mode makes the guaranteed rate slow. The error and stability of the finite step $h$ need their own analysis.

```lean
#print axioms FrictionDecay.energy_decay
#print axioms FrictionDecay.distance_decay
```

```
'FrictionDecay.energy_decay' depends on axioms: [propext, Classical.choice, Quot.sound]
'FrictionDecay.distance_decay' depends on axioms: [propext, Classical.choice, Quot.sound]
```
